# Norm, energy and an error bound for short iterative Lanczos propagation with a bounded Hermitian Hamiltonian

## A wave packet in a small Krylov space

A wave packet on a large grid has to be advanced by a time t under a fixed Hamiltonian A. Exponentiating A itself is expensive. Short iterative Lanczos builds a few orthonormal vectors from the initial state, represents A in them by a small matrix T, and exponentiates T instead.

The propagated state then never leaves the small space, although the true state generally does. What does the approximation conserve, and how large is its error?

## The Lanczos relation

Set ħ = 1. Let e₀, …, eₘ be the standard basis of ℂᵐ⁺¹, and let Q map coefficient vectors to states, so that Qe₀ is the initial state. Its columns are orthonormal: Q†Q = I. The Lanczos relation is

AQ = QT + w eₘᵀ, with Q†w = 0.

Only the last basis vector is coupled out of the space, and the residual w is what A sends outside. In the usual recurrence, ‖w‖ is the next off-diagonal element of the tridiagonal matrix.

Write

φ(t) = exp(-itT) e₀, ψ(t) = Q φ(t), cₘ(t) = the last component of φ(t).

Here ψ(t) is the Lanczos state and cₘ(t) is the amplitude at the edge of the Krylov space.

## What is conserved and what is bounded

For a bounded Hermitian A and every real t,

‖ψ(t)‖ = 1,

⟨ψ(t), Aψ(t)⟩ = ⟨Qe₀, AQe₀⟩.

For t ≥ 0,

‖ψ(t) - exp(-itA) Qe₀‖ ≤ ‖w‖ ∫₀ᵗ |cₘ(s)| ds ≤ ‖w‖ t.

For wave-packet propagation with a bounded, time-independent Hamiltonian and exact arithmetic, this bounds the error of a step without knowledge of the exact state: ‖w‖ comes from the recurrence and cₘ from T. Constant norm and energy do not show that the error is small, since they hold whether it is small or not.

## How the Lean objects represent the physics

- `H` is a complex inner product space, possibly infinite-dimensional. The error theorems also assume it complete, hence a Hilbert space.
- `A : H →L[ℂ] H` is a bounded operator, and `IsSymmetric` says that it is Hermitian. Grid and finite-basis Hamiltonians fit; the unbounded kinetic energy of the continuum does not.
- `Krylov m` has dimension m + 1, with components numbered from 0 to m. `start m` is e₀, and `Fin.last m` selects component m.
- `Q` is a linear isometry, which encodes Q†Q = I and makes the initial state normalised.
- `LanczosRelation` contains the recurrence and the orthogonality of w. T need not be tridiagonal, and its Hermiticity is derived.
- `propagator S z` is exp(-izS), `lanczosState Q T t` is ψ(t), and `lastAmplitude T t` is cₘ(t).

The inner product is conjugate-linear in its first argument. The relation is taken as given: the algorithm that constructs Q and T, loss of orthogonality through rounding, and time-dependent Hamiltonians are not treated.

## Conservation from the projected Hamiltonian

For a Hermitian generator S, put U(t) = exp(-itS), so that U′ = -iSU. Then

d/dt ⟨Ux, Uy⟩ = i⟨SUx, Uy⟩ - i⟨Ux, SUy⟩ = 0.

Since U(0) = I, inner products keep the value ⟨x, y⟩, and norms are preserved.

To apply this to T, we need T to be Hermitian. The Lanczos relation gives

⟨Qx, AQy⟩ = ⟨Qx, QTy⟩ + yₘ⟨Qx, w⟩ = ⟨x, Ty⟩.

Exchanging x and y, conjugating, and using that A is Hermitian, we find

⟨Tx, y⟩ = ⟨AQx, Qy⟩ = ⟨Qx, AQy⟩ = ⟨x, Ty⟩.

Hence ‖ψ(t)‖ = ‖φ(t)‖ = ‖e₀‖ = 1. Because T commutes with exp(-itT), the energy is

⟨ψ(t), Aψ(t)⟩ = ⟨φ(t), Tφ(t)⟩ = ⟨exp(-itT)e₀, exp(-itT)Te₀⟩ = ⟨e₀, Te₀⟩ = ⟨Qe₀, AQe₀⟩.

## The error as leakage through the last vector

Fix t and follow the Lanczos evolution up to time s, then the full evolution for the remaining time:

G(s) = exp(-i(t-s)A) Qφ(s).

Thus G(0) is the exact state and G(t) = ψ(t). Differentiating,

G′(s) = exp(-i(t-s)A) [iAQφ(s) - iQTφ(s)] = i cₘ(s) exp(-i(t-s)A) w.

The parts inside the Krylov space cancel. Integrating from 0 to t gives an exact Duhamel formula:

ψ(t) - exp(-itA)Qe₀ = ∫₀ᵗ i cₘ(s) exp(-i(t-s)A) w ds.

Now take norms for t ≥ 0. The full propagator preserves ‖w‖, which gives the integral bound. Finally |cₘ(s)| ≤ ‖φ(s)‖ = 1, which gives ‖w‖ t.

## A residual that is not orthogonal

Suppose Q†w = 0 is dropped. Take H = ℂ, m = 0, Q = I, A = 0, T = i and w = -i. The recurrence holds, because 0 = i - i, and A is Hermitian. But T is not, and

ψ(t) = exp(-it·i) = eᵗ.

The norm grows. The exact state stays at 1, so the error for t > 0 is eᵗ - 1, which exceeds ‖w‖ t = t. The integral bound survives, with equality, since its derivation never used orthogonality.

## The complete Lean file

```lean
import Mathlib

open Complex

namespace ShortIterativeLanczos

noncomputable section

variable {H : Type*} [NormedAddCommGroup H] [InnerProductSpace ℂ H]

/-- The coefficient space of a Krylov basis with `m + 1` vectors. -/
abbrev Krylov (m : ℕ) := EuclideanSpace ℂ (Fin (m + 1))

/-- The first Krylov basis vector `e₀`. -/
def start (m : ℕ) : Krylov m := EuclideanSpace.single 0 1

/-- The propagator `exp(-i z S)` generated by `S`, for a real or complex time `z`. -/
def propagator (S : H →L[ℂ] H) (z : ℂ) : H →L[ℂ] H :=
  NormedSpace.exp (z • ((-I) • S))

/-- The Lanczos relation `A Q = Q T + w e_mᵀ` with residual `w` orthogonal to the
Krylov space; the basis `Q` is orthonormal because it is an isometry. -/
structure LanczosRelation {m : ℕ} (A : H →L[ℂ] H) (Q : Krylov m →ₗᵢ[ℂ] H)
    (T : Krylov m →L[ℂ] Krylov m) (w : H) : Prop where
  recurrence : ∀ x, A (Q x) = Q (T x) + x (Fin.last m) • w
  orthogonal : ∀ x, inner ℂ (Q x) w = 0

/-- The short iterative Lanczos state `ψ(t) = Q exp(-i t T) e₀`. -/
def lanczosState {m : ℕ} (Q : Krylov m →ₗᵢ[ℂ] H) (T : Krylov m →L[ℂ] Krylov m)
    (t : ℝ) : H := Q (propagator T t (start m))

/-- The amplitude `exp(-i z T)_(m,0)` on the last Krylov vector, with indices from 0 to `m`. -/
def lastAmplitude {m : ℕ} (T : Krylov m →L[ℂ] Krylov m) (z : ℂ) : ℂ :=
  propagator T z (start m) (Fin.last m)

lemma propagator_zero (S : H →L[ℂ] H) : propagator S 0 = 1 := by
  simp [propagator]

lemma hasDerivAt_real {f : ℂ → H} {f' : H} {t : ℝ} (h : HasDerivAt f f' (t : ℂ)) :
    HasDerivAt (fun s : ℝ => f s) f' t := by
  simpa [Function.comp_def] using h.scomp t (Complex.ofRealCLM.hasDerivAt (x := t))

variable [CompleteSpace H]

lemma hasDerivAt_propagator (S : H →L[ℂ] H) (z : ℂ) :
    HasDerivAt (propagator S) (((-I) • S) * propagator S z) z :=
  hasDerivAt_exp_smul_const' ((-I) • S) z

lemma continuous_propagator (S : H →L[ℂ] H) : Continuous (propagator S) :=
  continuous_iff_continuousAt.2 fun z => (hasDerivAt_propagator S z).continuousAt

lemma propagator_comm (S : H →L[ℂ] H) (z : ℂ) (x : H) :
    propagator S z (S x) = S (propagator S z x) := by
  have h : Commute S (propagator S z) :=
    (((Commute.refl S).smul_right (-I)).smul_right z).exp_right
  exact (congrArg (fun B : H →L[ℂ] H => B x) h.eq).symm

/-- An evolved state obeys the Schrödinger equation `dφ/dz = -i S φ`. -/
theorem schrodinger (S : H →L[ℂ] H) (x : H) (z : ℂ) :
    HasDerivAt (fun u => propagator S u x) ((-I) • S (propagator S z x)) z := by
  refine ((hasDerivAt_propagator S z).clm_apply (hasDerivAt_const z x)).congr_deriv ?_
  rw [map_zero, add_zero]
  rfl

/-- Evolution under a symmetric generator preserves inner products at real times. -/
theorem propagator_inner {S : H →L[ℂ] H} (hS : (S : H →ₗ[ℂ] H).IsSymmetric)
    (t : ℝ) (x y : H) :
    inner ℂ (propagator S t x) (propagator S t y) = inner ℂ x y := by
  have hd : ∀ s : ℝ, HasDerivAt
      (fun r : ℝ => inner ℂ (propagator S r x) (propagator S r y)) 0 s := by
    intro s
    refine ((hasDerivAt_real (schrodinger S x s)).inner ℂ
      (hasDerivAt_real (schrodinger S y s))).congr_deriv ?_
    have h : inner ℂ (S (propagator S s x)) (propagator S s y)
        = inner ℂ (propagator S s x) (S (propagator S s y)) := hS _ _
    rw [inner_smul_left, inner_smul_right, h]
    simp
  have h := is_const_of_deriv_eq_zero (fun s => (hd s).differentiableAt)
    (fun s => (hd s).deriv) t 0
  simpa [propagator_zero] using h

lemma propagator_norm {S : H →L[ℂ] H} (hS : (S : H →ₗ[ℂ] H).IsSymmetric)
    (t : ℝ) (x : H) : ‖propagator S t x‖ = ‖x‖ := by
  rw [norm_eq_sqrt_re_inner (𝕜 := ℂ) (propagator S t x),
    norm_eq_sqrt_re_inner (𝕜 := ℂ) x, propagator_inner hS]

lemma continuous_lastAmplitude {m : ℕ} (T : Krylov m →L[ℂ] Krylov m) :
    Continuous (fun s : ℝ => lastAmplitude T s) := by
  have h : Continuous (fun s : ℝ => propagator T s (start m)) :=
    ((continuous_propagator T).comp Complex.continuous_ofReal).clm_apply continuous_const
  exact (EuclideanSpace.proj (Fin.last m) : Krylov m →L[ℂ] ℂ).continuous.comp h

variable {m : ℕ} {A : H →L[ℂ] H} {Q : Krylov m →ₗᵢ[ℂ] H}
  {T : Krylov m →L[ℂ] Krylov m} {w : H}

omit [CompleteSpace H] in
/-- Matrix elements of `A` between Krylov states are those of `T`. -/
theorem matrix_element (h : LanczosRelation A Q T w) (x y : Krylov m) :
    inner ℂ (Q x) (A (Q y)) = inner ℂ x (T y) := by
  rw [h.recurrence, inner_add_right, inner_smul_right, h.orthogonal, Q.inner_map_map,
    mul_zero, add_zero]

omit [CompleteSpace H] in
/-- The projected Hamiltonian `T` of a symmetric `A` is symmetric. -/
theorem projected_symmetric (hA : (A : H →ₗ[ℂ] H).IsSymmetric)
    (h : LanczosRelation A Q T w) : (T : Krylov m →ₗ[ℂ] Krylov m).IsSymmetric := by
  intro x y
  change inner ℂ (T x) y = inner ℂ x (T y)
  rw [← inner_conj_symm (T x) y, ← matrix_element h y x, inner_conj_symm,
    ← matrix_element h x y]
  exact hA _ _

omit [CompleteSpace H] in
/-- The Lanczos state has norm one at all times, and its energy keeps its initial value. -/
theorem norm_and_energy_conserved (hA : (A : H →ₗ[ℂ] H).IsSymmetric)
    (h : LanczosRelation A Q T w) (t : ℝ) :
    ‖lanczosState Q T t‖ = 1 ∧
    inner ℂ (lanczosState Q T t) (A (lanczosState Q T t))
      = inner ℂ (Q (start m)) (A (Q (start m))) := by
  have hT := projected_symmetric hA h
  constructor
  · rw [lanczosState, Q.norm_map, propagator_norm hT]
    simp [start]
  · rw [lanczosState, matrix_element h, matrix_element h, ← propagator_comm,
      propagator_inner hT]

/-- Duhamel formula: the error of the Lanczos state is the residual `w`, fed in with the
last Krylov amplitude and propagated by the full Hamiltonian. -/
theorem error_formula (h : LanczosRelation A Q T w) (t : ℝ) :
    lanczosState Q T t - propagator A t (Q (start m))
      = ∫ s in (0 : ℝ)..t,
          (I * lastAmplitude T s) • propagator A ((t - s : ℝ) : ℂ) w := by
  -- interpolate between the exact state (z = 0) and the Lanczos state (z = t)
  have hG : ∀ z : ℂ, HasDerivAt
      (fun u : ℂ => propagator A (t - u) (Q (propagator T u (start m))))
      ((I * lastAmplitude T z) • propagator A (t - z) w) z := by
    intro z
    have h1 := HasDerivAt.comp_const_sub (t : ℂ) z (hasDerivAt_propagator A (t - z))
    have h2 := Q.toContinuousLinearMap.hasFDerivAt.comp_hasDerivAt z
      (schrodinger T (start m) z)
    refine (h1.clm_apply h2).congr_deriv ?_
    have hr : A (propagator A (t - z) (Q (propagator T z (start m))))
        = propagator A (t - z) (Q (T (propagator T z (start m))))
          + lastAmplitude T z • propagator A (t - z) w := by
      rw [← propagator_comm, h.recurrence, map_add, map_smul]
      rfl
    change -((-I) • A (propagator A (t - z) (Q (propagator T z (start m)))))
      + propagator A (t - z) (Q ((-I) • T (propagator T z (start m)))) = _
    rw [hr, map_smul, map_smul]
    module
  have hc : Continuous (fun s : ℝ =>
      (I * lastAmplitude T s) • propagator A ((t : ℂ) - s) w) :=
    (continuous_const.mul (continuous_lastAmplitude T)).smul
      (((continuous_propagator A).comp
        (continuous_const.sub Complex.continuous_ofReal)).clm_apply continuous_const)
  simp only [Complex.ofReal_sub]
  rw [intervalIntegral.integral_eq_sub_of_hasDerivAt
    (fun s _ => hasDerivAt_real (hG s)) (hc.intervalIntegrable _ _)]
  simp [lanczosState, propagator_zero]

/-- The error of short iterative Lanczos is at most `‖w‖` times the time integral of
the modulus of the last Krylov amplitude. -/
theorem error_bound (hA : (A : H →ₗ[ℂ] H).IsSymmetric)
    (h : LanczosRelation A Q T w) {t : ℝ} (ht : 0 ≤ t) :
    ‖lanczosState Q T t - propagator A t (Q (start m))‖
      ≤ ‖w‖ * ∫ s in (0 : ℝ)..t, ‖lastAmplitude T s‖ := by
  rw [error_formula h]
  refine (intervalIntegral.norm_integral_le_integral_norm ht).trans (le_of_eq ?_)
  -- the full propagator does not change the norm of the residual
  simp only [norm_smul, norm_mul, Complex.norm_I, one_mul, propagator_norm hA]
  rw [intervalIntegral.integral_mul_const, mul_comm]

/-- The error grows at most linearly in time, with rate `‖w‖`. -/
theorem error_bound_linear (hA : (A : H →ₗ[ℂ] H).IsSymmetric)
    (h : LanczosRelation A Q T w) {t : ℝ} (ht : 0 ≤ t) :
    ‖lanczosState Q T t - propagator A t (Q (start m))‖ ≤ ‖w‖ * t := by
  refine (error_bound hA h ht).trans (mul_le_mul_of_nonneg_left ?_ (norm_nonneg w))
  have h1 : ∀ s : ℝ, ‖lastAmplitude T s‖ ≤ 1 := fun s => by
    refine (PiLp.norm_apply_le (propagator T s (start m)) (Fin.last m)).trans ?_
    rw [propagator_norm (projected_symmetric hA h)]
    simp [start]
  have hi : IntervalIntegrable (fun s : ℝ => ‖lastAmplitude T s‖)
      MeasureTheory.volume 0 t :=
    (continuous_lastAmplitude T).norm.intervalIntegrable 0 t
  have hone : IntervalIntegrable (fun _ : ℝ => (1 : ℝ)) MeasureTheory.volume 0 t :=
    continuous_const.intervalIntegrable 0 t
  have h2 := intervalIntegral.integral_mono_on ht hi hone (fun s _ => h1 s)
  simpa using h2

/-- Nearest-neighbour hopping on a chain of three sites. -/
def chain : EuclideanSpace ℂ (Fin 3) →L[ℂ] EuclideanSpace ℂ (Fin 3) :=
  LinearMap.toContinuousLinearMap
    { toFun := fun x => !₂[x 1, x 0 + x 2, x 1]
      map_add' := by intro x y; ext i; fin_cases i <;> simp; ring
      map_smul' := by intro c x; ext i; fin_cases i <;> simp; ring }

/-- Hopping between the two Krylov vectors. -/
def chainT : Krylov 1 →L[ℂ] Krylov 1 :=
  LinearMap.toContinuousLinearMap
    { toFun := fun x => !₂[x 1, x 0]
      map_add' := by intro x y; ext i; fin_cases i <;> simp
      map_smul' := by intro c x; ext i; fin_cases i <;> simp }

/-- The Krylov basis made of the first two sites of the chain. -/
def chainQ : Krylov 1 →ₗᵢ[ℂ] EuclideanSpace ℂ (Fin 3) where
  toFun := fun x => !₂[x 0, x 1, 0]
  map_add' := by intro x y; ext i; fin_cases i <;> simp
  map_smul' := by intro c x; ext i; fin_cases i <;> simp
  norm_map' := by intro x; simp [EuclideanSpace.norm_eq, Fin.sum_univ_succ]

/-- The three-site chain is symmetric and satisfies the Lanczos relation, with the
third site as residual. -/
theorem lanczosRelation_witness :
    (chain : EuclideanSpace ℂ (Fin 3) →ₗ[ℂ] EuclideanSpace ℂ (Fin 3)).IsSymmetric ∧
    LanczosRelation chain chainQ chainT !₂[0, 0, 1] := by
  refine ⟨fun x y => ?_, fun x => ?_, fun x => ?_⟩
  · simp [chain, PiLp.inner_apply, Fin.sum_univ_three]
    ring
  · ext i
    fin_cases i <;> simp [chain, chainQ, chainT]
  · simp [chainQ, PiLp.inner_apply, Fin.sum_univ_three]

end

end ShortIterativeLanczos
```

```lean
#print axioms ShortIterativeLanczos.norm_and_energy_conserved
-- 'ShortIterativeLanczos.norm_and_energy_conserved' depends on axioms: [propext, Classical.choice, Quot.sound]
#print axioms ShortIterativeLanczos.error_bound
-- 'ShortIterativeLanczos.error_bound' depends on axioms: [propext, Classical.choice, Quot.sound]
#print axioms ShortIterativeLanczos.error_bound_linear
-- 'ShortIterativeLanczos.error_bound_linear' depends on axioms: [propext, Classical.choice, Quot.sound]
```

## How the proof follows the derivation

**Evolution.** `hasDerivAt_propagator` differentiates the operator exponential, and `schrodinger` applies the result to a state. The time variable is complex there; `hasDerivAt_real` restricts the derivative to real times. `propagator_zero` supplies the initial value, and `propagator_comm` moves a generator through its own exponential.

In `propagator_inner`, the derivative of the inner product is computed by the product rule and the two terms cancel by symmetry. `is_const_of_deriv_eq_zero` then compares time t with time 0. `propagator_norm` is the case of equal vectors.

**Conservation.** `matrix_element` expands AQy with the recurrence and removes the residual term by orthogonality. `projected_symmetric` uses it twice, with the conjugation described above. In `norm_and_energy_conserved`, the norm follows from the isometry and `propagator_norm`. For the energy, both sides are rewritten as matrix elements of T, after which `propagator_comm` and `propagator_inner` finish the calculation.

**Duhamel formula.** In `error_formula`, the statement `hG` is the derivative of G. Its ingredients `h1` and `h2` differentiate the full propagator and the Krylov state, and `hr` inserts the recurrence. The tactic `module` performs the cancellation of the Krylov parts. `continuous_propagator` and `continuous_lastAmplitude` make the integrand continuous, hence integrable, and `intervalIntegral.integral_eq_sub_of_hasDerivAt` is the fundamental theorem of calculus. This theorem uses only the recurrence and holds for every real t.

**Bounds.** `error_bound` moves the norm inside the integral and uses `propagator_norm` for A to extract ‖w‖. `error_bound_linear` bounds a component by the norm of its vector, then compares the integral of |cₘ| with the integral of 1.

**A concrete case.** `lanczosRelation_witness` checks the hypotheses for nearest-neighbour hopping on three sites, with the first two as Krylov space and the third as a residual of norm one. The Lanczos state never occupies the third site, however long it evolves, while the exact state does reach it; the norm and energy of the Lanczos state remain constant throughout.
